# A Hermitian overlap matrix gives electron-count probabilities exactly when its eigenvalues lie in [0, 1]

Suppose that one spin orbital is occupied and that a population analysis assigns it an overlap of 1.2 on some atom. The usual generating function for the electron count is then $1+(z-1)\cdot 1.2=-0.2+1.2z$. It gives a probability of $-0.2$ for finding no electron on the atom, and the variance of the count is $1.2-1.44=-0.24$. The coefficients still sum to one, so checking the normalisation doesn't reveal the fault. The eigenvalues of the overlap matrix do.

## From a determinant to a distribution

Take a single Slater determinant of $n$ orthonormal spin orbitals $\varphi_i$ and an atomic region $\Omega$. The atomic overlap matrix is $S_{ij}=\int_\Omega\varphi_i^*\varphi_j$, with the spin sum included. Give each electron a factor $z$ inside $\Omega$ and $1$ outside. The expectation value of the product of these factors is

$$G(z)=\det(I+(z-1)S)=\sum_k p_k z^k ,$$

so $p_k$ is the probability of finding $k$ electrons in $\Omega$. For exact integrals, $c^\dagger Sc=\int_\Omega|\sum_j c_j\varphi_j|^2$ lies between $0$ and $c^\dagger c$, which puts every eigenvalue in $[0,1]$. A numerically integrated matrix, or one from another partitioning scheme, can violate this. From here on $S$ is any Hermitian matrix.

**Factorisation.** Write $S=U\Lambda U^\dagger$ with eigenvalues $\lambda_i$. Then $I+(z-1)S=U(I+(z-1)\Lambda)U^\dagger$, and

$$G(z)=\prod_i\bigl(1+(z-1)\lambda_i\bigr)=\prod_i\bigl((1-\lambda_i)+\lambda_i z\bigr).$$

The degree is at most $n$.

**Nonnegativity.** Build the product one factor at a time, starting from $1$. A factor with eigenvalue $\lambda$ turns the coefficients $p_k$ into $(1-\lambda)p_k+\lambda p_{k-1}$, with $p_{-1}=0$. If $0\le\lambda\le1$, nonnegative coefficients stay nonnegative.

**Moments.** Let $F$ be a partial product, so $F(1)=1$, and let $f=1+(z-1)\lambda$ be the next factor. Then

$$(fF)'(1)=\lambda+F'(1),\qquad (fF)''(1)=2\lambda F'(1)+F''(1).$$

By induction $G(1)=1$, $G'(1)=\sum_i\lambda_i$ and $G''(1)=(\sum_i\lambda_i)^2-\sum_i\lambda_i^2$. With $\mu=\operatorname{tr}S$ this reads

$$\sum_k p_k=1,\qquad \sum_k k\,p_k=\mu,\qquad \sum_k k(k-1)p_k=\mu^2-\operatorname{tr}S^2 .$$

Since $(k-\mu)^2=k(k-1)+(1-2\mu)k+\mu^2$, the variance is

$$\mu^2-\operatorname{tr}S^2+(1-2\mu)\mu+\mu^2=\operatorname{tr}(S-S^2).$$

**Converse.** Let some $\lambda$ lie outside $[0,1]$ and put $x=1-1/\lambda$. Then $x>0$, both for $\lambda<0$ and for $\lambda>1$, and the factor $1+(x-1)\lambda$ vanishes. Hence $\sum_k p_kx^k=0$. If all $p_k$ were nonnegative, they would all be zero, which contradicts $\sum_k p_k=1$.

**Sharp counts.** For eigenvalues in $[0,1]$ the variance $\sum_i\lambda_i(1-\lambda_i)$ has nonnegative terms. If it vanishes, every $\lambda_i$ is $0$ or $1$, so $S^2=S$. Conversely, $S^2=S$ gives variance $\operatorname{tr}(S-S^2)=0$.

In bonding analysis this variance measures how strongly the electrons of an atom are shared with its surroundings, here for a single-determinant wave function.

## The counting polynomial and its weights

The finite type `ι` labels the occupied spin orbitals, and `Fintype.card ι` is $n$.

```lean
import Mathlib

open Polynomial
open scoped ComplexOrder

namespace ElectronNumberDistribution

variable {ι : Type*} [Fintype ι] [DecidableEq ι]
```

The variable $z$ becomes the formal variable `X`, and `S.map C` is $S$ with its entries read as constant polynomials.

```lean
/-- The counting polynomial `det (1 + (X - 1) S)` of an atomic overlap matrix `S`. -/
noncomputable def countPoly (S : Matrix ι ι ℂ) : ℂ[X] :=
  (1 + (X - 1 : ℂ[X]) • S.map C).det
```

The probability $p_k$ is called `countWeight S k`. It is defined as a complex number for every matrix, so its being real and nonnegative has to be proved. The step from a wave function to this determinant was made by hand above; the Lean development starts from the matrix.

```lean
/-- The weight of finding `k` electrons on the atom: the coefficient of `X ^ k` in the
counting polynomial. -/
noncomputable def countWeight (S : Matrix ι ι ℂ) (k : ℕ) : ℂ := (countPoly S).coeff k
```

## Diagonalisation, traces and factors

The first lemma puts $S$ and $S^2$ in diagonal form. Of the unitary matrix and its adjoint it keeps only that `U` and `V` are inverse to each other, which is enough for traces and determinants.

```lean
/-- A Hermitian overlap matrix and its square are diagonal in one common basis, with the
eigenvalues and their squares on the diagonal. -/
theorem spectral_form {S : Matrix ι ι ℂ} (hS : S.IsHermitian) :
    ∃ U V : Matrix ι ι ℂ, U * V = 1 ∧ V * U = 1 ∧
      S = U * Matrix.diagonal (fun i => (hS.eigenvalues i : ℂ)) * V ∧
      S * S = U * Matrix.diagonal
        (fun i => (hS.eigenvalues i : ℂ) * (hS.eigenvalues i : ℂ)) * V := by
  obtain ⟨U, V, hUV, hD⟩ : ∃ U V : Matrix ι ι ℂ, U * V = 1 ∧
      S = U * Matrix.diagonal (fun i => (hS.eigenvalues i : ℂ)) * V := by
    refine ⟨hS.eigenvectorUnitary, star (hS.eigenvectorUnitary : Matrix ι ι ℂ),
      Matrix.mem_unitaryGroup_iff.1 hS.eigenvectorUnitary.2, ?_⟩
    have h := hS.spectral_theorem
    rw [Unitary.conjStarAlgAut_apply] at h
    exact h
  have hVU : V * U = 1 := mul_eq_one_comm.1 hUV
  have key : ∀ a : ι → ℂ, (U * Matrix.diagonal a * V) * (U * Matrix.diagonal a * V)
      = U * Matrix.diagonal (fun i => a i * a i) * V := by
    intro a
    calc _ = U * Matrix.diagonal a * (V * U) * Matrix.diagonal a * V := by
          simp only [mul_assoc]
      _ = _ := by rw [hVU, mul_one, mul_assoc U, Matrix.diagonal_mul_diagonal]
  have h2 := key (fun i => (hS.eigenvalues i : ℂ))
  rw [← hD] at h2
  exact ⟨U, V, hUV, hVU, hD, h2⟩
```

Cyclicity of the trace then removes `U` and `V`.

```lean
/-- For Hermitian `S`, the traces of `S` and of its square are the sums of the eigenvalues
and of their squares. -/
theorem trace_form {S : Matrix ι ι ℂ} (hS : S.IsHermitian) :
    S.trace = ∑ i, (hS.eigenvalues i : ℂ) ∧
    (S * S).trace = ∑ i, (hS.eigenvalues i : ℂ) * (hS.eigenvalues i : ℂ) := by
  obtain ⟨U, V, _, hVU, h1, h2⟩ := spectral_form hS
  have t : ∀ a : ι → ℂ, (U * Matrix.diagonal a * V).trace = ∑ i, a i := by
    intro a
    rw [Matrix.trace_mul_cycle, hVU, one_mul, Matrix.trace_diagonal]
  constructor
  · have h := t (fun i => (hS.eigenvalues i : ℂ))
    rwa [← h1] at h
  · have h := t (fun i => (hS.eigenvalues i : ℂ) * (hS.eigenvalues i : ℂ))
    rwa [← h2] at h
```

The factorisation follows the calculation by hand. The equation `e` pulls the change of basis out of $I+(z-1)S$, and multiplicativity of the determinant cancels it.

```lean
/-- For Hermitian `S` the counting polynomial is a product of one linear factor
`1 + (X - 1) λ` for each eigenvalue `λ`. -/
theorem countPoly_eq_prod {S : Matrix ι ι ℂ} (hS : S.IsHermitian) :
    countPoly S = ∏ i, (1 + (X - 1) * C (hS.eigenvalues i : ℂ)) := by
  obtain ⟨U, V, hUV, _, hD, _⟩ := spectral_form hS
  have h' : U.map C * V.map C = (1 : Matrix ι ι ℂ[X]) := by
    rw [← Matrix.map_mul, hUV]
    simp
  have key : ∀ a : ι → ℂ, countPoly (U * Matrix.diagonal a * V)
      = ∏ i, (1 + (X - 1) * C (a i)) := by
    intro a
    have hd : Matrix.diagonal (fun i => 1 + (X - 1) * C (a i))
        = 1 + (X - 1 : ℂ[X]) • (Matrix.diagonal a).map C := by
      refine Matrix.ext fun i j => ?_
      by_cases hij : i = j
      · subst hij
        simp
      · simp [hij]
    -- the change of basis passes through the determinant
    have e : 1 + (X - 1 : ℂ[X]) • (U * Matrix.diagonal a * V).map C
        = U.map C * Matrix.diagonal (fun i => 1 + (X - 1) * C (a i)) * V.map C := by
      rw [hd, Matrix.map_mul, Matrix.map_mul, mul_add, add_mul, mul_one, h',
        Matrix.mul_smul, Matrix.smul_mul]
    rw [countPoly, e, Matrix.det_mul, Matrix.det_mul, mul_right_comm, ← Matrix.det_mul, h',
      Matrix.det_one, one_mul, Matrix.det_diagonal]
  have h := key (fun i => (hS.eigenvalues i : ℂ))
  rwa [← hD] at h
```

Each factor has degree at most one, so sums over $k=0,\dots,n$ include every nonzero weight.

```lean
/-- For Hermitian `S` the degree of the counting polynomial is at most the number of
orbitals. -/
theorem natDegree_countPoly {S : Matrix ι ι ℂ} (hS : S.IsHermitian) :
    (countPoly S).natDegree < Fintype.card ι + 1 := by
  have hf : ∀ a : ℂ, (1 + (X - 1) * C a : ℂ[X]).natDegree ≤ 1 := by
    intro a
    compute_degree
  rw [countPoly_eq_prod hS, Nat.lt_succ_iff]
  refine (natDegree_prod_le _ _).trans ?_
  exact (Finset.sum_le_sum fun i _ => hf _).trans (by simp)
```

## Moments from derivatives at one

The induction over factors is the one above, with `F` as the partial product.

```lean
omit [Fintype ι] in
/-- Value, first and second derivative at `1` of a product of factors `1 + (X - 1) a`. -/
theorem prod_derivatives (a : ι → ℂ) (s : Finset ι) :
    eval 1 (∏ i ∈ s, (1 + (X - 1) * C (a i))) = 1 ∧
    eval 1 (derivative (∏ i ∈ s, (1 + (X - 1) * C (a i)))) = ∑ i ∈ s, a i ∧
    eval 1 (derivative (derivative (∏ i ∈ s, (1 + (X - 1) * C (a i)))))
      = (∑ i ∈ s, a i) ^ 2 - ∑ i ∈ s, a i * a i := by
  induction s using Finset.induction_on with
  | empty => simp
  | insert i s hi ih =>
    obtain ⟨h0, h1, h2⟩ := ih
    rw [Finset.prod_insert hi, Finset.sum_insert hi, Finset.sum_insert hi]
    generalize (∏ j ∈ s, (1 + (X - 1) * C (a j))) = F at h0 h1 h2 ⊢
    have d : derivative (1 + (X - 1) * C (a i)) = C (a i) := by simp [derivative_mul]
    refine ⟨by simp [h0], ?_, ?_⟩
    · rw [derivative_mul, d]
      simp only [eval_add, eval_mul, eval_sub, eval_one, eval_X, eval_C, h0, h1]
      ring
    · rw [derivative_mul, d, derivative_add, derivative_mul, derivative_mul, derivative_C, d]
      simp only [eval_add, eval_mul, eval_sub, eval_one, eval_X, eval_C, eval_zero, h0, h1, h2]
      ring
```

Writing the polynomial as a sum of monomials turns the three values at $1$ into sums over $k$. These identities hold for every Hermitian $S$, wherever its eigenvalues lie.

```lean
/-- For Hermitian `S` the weights sum to one, their mean is `tr S`, and the mean of
`k (k - 1)` is `(tr S)² - tr S²`. -/
theorem factorial_moments {S : Matrix ι ι ℂ} (hS : S.IsHermitian) :
    ∑ k ∈ Finset.range (Fintype.card ι + 1), countWeight S k = 1 ∧
    ∑ k ∈ Finset.range (Fintype.card ι + 1), (k : ℂ) * countWeight S k = S.trace ∧
    ∑ k ∈ Finset.range (Fintype.card ι + 1), (k : ℂ) * ((k : ℂ) - 1) * countWeight S k
      = S.trace ^ 2 - (S * S).trace := by
  have hN := natDegree_countPoly hS
  obtain ⟨h0, h1, h2⟩ := prod_derivatives (fun i => (hS.eigenvalues i : ℂ)) Finset.univ
  rw [← countPoly_eq_prod hS] at h0 h1 h2
  rw [(trace_form hS).1, (trace_form hS).2, ← h2, ← h1]
  unfold countWeight
  generalize countPoly S = p at hN h0 ⊢
  refine ⟨?_, ?_, ?_⟩
  · rw [eval_eq_sum_range' hN] at h0
    simpa using h0
  · conv_rhs => rw [p.as_sum_range' _ hN]
    simp only [map_sum, eval_finsetSum, derivative_monomial, eval_monomial, one_pow, mul_one]
    exact Finset.sum_congr rfl fun k _ => mul_comm _ _
  · conv_rhs => rw [p.as_sum_range' _ hN]
    simp only [map_sum, eval_finsetSum, derivative_monomial, eval_monomial, one_pow, mul_one]
    refine Finset.sum_congr rfl fun k _ => ?_
    rcases k with _ | k
    · simp
    · rw [Nat.add_sub_cancel]
      push_cast
      ring
```

## Nonnegative weights in the complex order

The statement `0 ≤ countWeight S k` compares complex numbers. Opening `ComplexOrder` activates the partial order in which $a\le b$ means that the real parts satisfy the inequality and the imaginary parts are equal. So `0 ≤ w` says at once that $w$ is real and that it is nonnegative. General lemmas such as `mul_nonneg` and `Finset.sum_eq_zero_iff_of_nonneg` then apply directly to the complex coefficients, with no separate treatment of real and imaginary parts.

The first half of the proof is the converse argument: it constructs the root `x`, and the vanishing sum forces every weight to zero. The second half is the induction with $(1-\lambda)p_k+\lambda p_{k-1}$, where the case `k = 0` is treated separately because there is no earlier coefficient.

```lean
/-- A Hermitian overlap matrix has real nonnegative weights for all electron counts exactly
when all its eigenvalues lie in `[0, 1]`. -/
theorem countWeight_nonneg_iff {S : Matrix ι ι ℂ} (hS : S.IsHermitian) :
    (∀ k, 0 ≤ countWeight S k) ↔ ∀ i, hS.eigenvalues i ∈ Set.Icc (0 : ℝ) 1 := by
  constructor
  · intro h i
    by_contra hi
    -- an eigenvalue outside the interval gives a positive root
    obtain ⟨x, hx, hroot⟩ : ∃ x : ℝ, 0 < x ∧ 1 + (x - 1) * hS.eigenvalues i = 0 := by
      generalize hS.eigenvalues i = l at hi ⊢
      have hl : l ≠ 0 := by
        rintro rfl
        exact hi ⟨le_refl _, zero_le_one⟩
      have h1 : 1 / l * l = 1 := one_div_mul_cancel hl
      refine ⟨1 - 1 / l, ?_, by linear_combination -h1⟩
      rcases lt_or_gt_of_ne hl with hneg | hpos
      · have := one_div_neg.2 hneg
        linarith
      · have hl1 : 1 < l := by
          by_contra hc
          exact hi ⟨hpos.le, not_lt.1 hc⟩
        have := (div_lt_one hpos).2 hl1
        linarith
    have hev : eval (x : ℂ) (countPoly S) = 0 := by
      rw [countPoly_eq_prod hS, eval_prod]
      refine Finset.prod_eq_zero (Finset.mem_univ i) ?_
      simp only [eval_add, eval_mul, eval_sub, eval_one, eval_X, eval_C]
      exact_mod_cast hroot
    rw [eval_eq_sum_range' (natDegree_countPoly hS)] at hev
    have hx0 : (0 : ℂ) ≤ (x : ℂ) := by exact_mod_cast hx.le
    have hxne : (x : ℂ) ≠ 0 := by exact_mod_cast hx.ne'
    have hz := (Finset.sum_eq_zero_iff_of_nonneg
      (fun k _ => mul_nonneg (h k) (pow_nonneg hx0 k))).1 hev
    have hsum := (factorial_moments hS).1
    rw [Finset.sum_eq_zero fun k hk =>
      (mul_eq_zero.1 (hz k hk)).resolve_right (pow_ne_zero k hxne)] at hsum
    exact zero_ne_one hsum
  · intro h
    -- each factor is `(1 - λ) + λ X`, with nonnegative coefficients
    have key : ∀ s : Finset ι, ∀ k,
        0 ≤ (∏ i ∈ s, (1 + (X - 1) * C (hS.eigenvalues i : ℂ))).coeff k := by
      intro s
      induction s using Finset.induction_on with
      | empty =>
        intro k
        rw [Finset.prod_empty, coeff_one]
        split_ifs <;> norm_num
      | insert i s hi ih =>
        intro k
        rw [Finset.prod_insert hi]
        generalize (∏ j ∈ s, (1 + (X - 1) * C (hS.eigenvalues j : ℂ))) = F at ih ⊢
        have ha : (0 : ℂ) ≤ (hS.eigenvalues i : ℂ) := by exact_mod_cast (h i).1
        have hb : (0 : ℂ) ≤ 1 - (hS.eigenvalues i : ℂ) := by
          exact_mod_cast sub_nonneg.2 (h i).2
        have e : (1 + (X - 1) * C (hS.eigenvalues i : ℂ)) * F
            = C (1 - (hS.eigenvalues i : ℂ)) * F + C (hS.eigenvalues i : ℂ) * (X * F) := by
          rw [C_sub, C_1]
          ring
        rw [e, coeff_add, coeff_C_mul, coeff_C_mul]
        refine add_nonneg (mul_nonneg hb (ih k)) (mul_nonneg ha ?_)
        rcases k with _ | k
        · simp
        · rw [coeff_X_mul]
          exact ih k
    intro k
    rw [countWeight, countPoly_eq_prod hS]
    exact key Finset.univ k
```

## Mean, variance and sharp counts

The main theorem takes a Hermitian $S$ (`hS`) with eigenvalues in $[0,1]$ (`h01`). Its four conclusions are nonnegativity, normalisation, the mean $\operatorname{tr}S$ and the variance $\operatorname{tr}(S-S^2)$. Only the last needs new work, the expansion of the square in `e`.

```lean
/-- For a Hermitian overlap matrix with eigenvalues in `[0, 1]`, the weights are real,
nonnegative and sum to one; their mean is `tr S` and their variance is `tr (S - S²)`. -/
theorem electron_number_distribution {S : Matrix ι ι ℂ} (hS : S.IsHermitian)
    (h01 : ∀ i, hS.eigenvalues i ∈ Set.Icc (0 : ℝ) 1) :
    (∀ k, 0 ≤ countWeight S k) ∧
    ∑ k ∈ Finset.range (Fintype.card ι + 1), countWeight S k = 1 ∧
    ∑ k ∈ Finset.range (Fintype.card ι + 1), (k : ℂ) * countWeight S k = S.trace ∧
    ∑ k ∈ Finset.range (Fintype.card ι + 1), ((k : ℂ) - S.trace) ^ 2 * countWeight S k
      = (S - S * S).trace := by
  obtain ⟨m0, m1, m2⟩ := factorial_moments hS
  refine ⟨(countWeight_nonneg_iff hS).2 h01, m0, m1, ?_⟩
  -- expand the square in factorial moments
  have e : ∑ k ∈ Finset.range (Fintype.card ι + 1),
        ((k : ℂ) - S.trace) ^ 2 * countWeight S k
      = ∑ k ∈ Finset.range (Fintype.card ι + 1), (k : ℂ) * ((k : ℂ) - 1) * countWeight S k
        + (1 - 2 * S.trace) *
          ∑ k ∈ Finset.range (Fintype.card ι + 1), (k : ℂ) * countWeight S k
        + S.trace ^ 2 * ∑ k ∈ Finset.range (Fintype.card ι + 1), countWeight S k := by
    rw [Finset.mul_sum, Finset.mul_sum, ← Finset.sum_add_distrib, ← Finset.sum_add_distrib]
    exact Finset.sum_congr rfl fun k _ => by ring
  rw [e, m0, m1, m2, Matrix.trace_sub]
  ring
```

For the sharp count, the variance is rewritten as a real sum over eigenvalues. Once each term vanishes, the diagonal forms of $S$ and $S^2$ coincide. Physically, the occupied orbitals can then be mixed unitarily so that each lies wholly inside or wholly outside the region.

```lean
/-- For a Hermitian overlap matrix with eigenvalues in `[0, 1]`, the variance of the electron
count vanishes exactly when `S` is a projection. -/
theorem variance_eq_zero_iff {S : Matrix ι ι ℂ} (hS : S.IsHermitian)
    (h01 : ∀ i, hS.eigenvalues i ∈ Set.Icc (0 : ℝ) 1) :
    ∑ k ∈ Finset.range (Fintype.card ι + 1), ((k : ℂ) - S.trace) ^ 2 * countWeight S k = 0
      ↔ S * S = S := by
  rw [(electron_number_distribution hS h01).2.2.2]
  constructor
  · intro h
    rw [Matrix.trace_sub, (trace_form hS).1, (trace_form hS).2,
      ← Finset.sum_sub_distrib] at h
    have hr : ∑ i, (hS.eigenvalues i - hS.eigenvalues i * hS.eigenvalues i) = 0 := by
      exact_mod_cast h
    -- a vanishing sum of nonnegative terms vanishes term by term
    have hz := (Finset.sum_eq_zero_iff_of_nonneg (fun i _ => by
      nlinarith [mul_nonneg (h01 i).1 (sub_nonneg.2 (h01 i).2)])).1 hr
    obtain ⟨U, V, _, _, h1, h2⟩ := spectral_form hS
    have hd : (fun i => (hS.eigenvalues i : ℂ) * (hS.eigenvalues i : ℂ))
        = fun i => (hS.eigenvalues i : ℂ) := by
      funext i
      exact_mod_cast (sub_eq_zero.1 (hz i (Finset.mem_univ i))).symm
    rw [hd] at h2
    exact h2.trans h1.symm
  · intro h
    rw [h, sub_self, Matrix.trace_zero]

end ElectronNumberDistribution
```

```lean
#print axioms ElectronNumberDistribution.countWeight_nonneg_iff
#print axioms ElectronNumberDistribution.variance_eq_zero_iff
```

```
'ElectronNumberDistribution.countWeight_nonneg_iff' depends on axioms: [propext, Classical.choice, Quot.sound]
'ElectronNumberDistribution.variance_eq_zero_iff' depends on axioms: [propext, Classical.choice, Quot.sound]
```

## Positive semidefinite matrices as the hypothesis

The condition on the eigenvalues could also be stated as positive semidefiniteness of both $S$ and $I-S$. For a Hermitian matrix the two forms are equivalent. The semidefinite form follows directly from the integral for $c^\dagger Sc$, without diagonalising anything, and would suit a development that starts from orbitals. The proof would need an extra step to recover the bounds on the eigenvalues, since the factorisation uses them one by one. The eigenvalue form is the more convenient one for checking a computed matrix.
